# The partition sum of a uniform clock-spin ring is a sum of n-th powers of Fourier-transformed bond weights

A clock spin points in one of $q$ equally spaced directions in a plane, at angle $2\pi s/q$ with $s$ an integer modulo $q$. Put $n$ such spins on a ring, at sites $0,\dots,n-1$, and let each neighbouring pair have an energy $E(r)$ that depends only on the difference $r=s_{i+1}-s_i$, with $s_n=s_0$. With $\beta$ the inverse temperature and $W(r)=e^{-\beta E(r)}$, the partition sum is

$$Z=\sum_{s}\prod_{i=0}^{n-1}W(s_{i+1}-s_i).$$

The result is $Z=\sum_k\hat W(k)^n$, where

$$\hat W(k)=\sum_r W(r)\,e_k(r),\qquad e_k(r)=e^{2\pi i kr/q}.$$

The transform has a plus sign in the exponent and no factor $1/q$. In transfer-matrix language, the $\hat W(k)$ are the eigenvalues of the circulant matrix $W(s'-s)$ and $Z$ is the trace of its $n$-th power; the derivation below works without the matrix.

In Lean, a spin is an element of `ZMod q`, a site is an element of `Fin n`, and a configuration is a function between them. Addition in `Fin n` is cyclic, so `s (i + 1)` closes the ring. The two `NeZero` conditions say $q\ge1$ and $n\ge1$.

```lean
import Mathlib

open Finset

namespace ClockRing

noncomputable section

variable {q n : ℕ} [NeZero q] [NeZero n]
```

The name `phase` stands for the complex number $e_k(r)$, not for an angle.

```lean
/-- The clock phase `exp(2πi k r / q)` for `k`, `r` in `ZMod q`, with `q ≥ 1`. -/
def phase (k r : ZMod q) : ℂ :=
  Complex.exp (2 * Real.pi * Complex.I * ((k.val : ℂ) * (r.val : ℂ)) / q)

/-- The Fourier transform `Ŵ(k) = ∑ r, W(r) exp(2πi k r / q)` of a bond weight. -/
def bondFourier (W : ZMod q → ℂ) (k : ZMod q) : ℂ :=
  ∑ r, W r * phase k r
```

The general sum `ringSum` lets each bond $i$ have its own weight $W_i$.

```lean
/-- The sum over all configurations of `n` clock spins on a ring, where bond `i` joins
sites `i` and `i + 1` and carries its own weight `W i` of the spin difference. -/
def ringSum (W : Fin n → ZMod q → ℂ) : ℂ :=
  ∑ s : Fin n → ZMod q, ∏ i, W i (s (i + 1) - s i)
```

The weights are arbitrary complex numbers, so positivity is never used. What the theorems leave to the user is the identification of $W$ with the Boltzmann factor of a real system. For one-dimensional rings with nearest-neighbour bonds, the formula gives the exact mean energy at finite $n$, as $-\partial\ln Z/\partial\beta$ for energies $E(r)$ that do not depend on temperature. A Monte Carlo simulation can be compared with it.

## Finitely many directions: $q\ge1$

Physically, each spin has a finite, nonempty set of states. The derivation uses three properties of $e_k$. It is well defined modulo $q$, because changing $r$ by $q$ changes the exponent by $2\pi i k$, and it turns sums into products: $e_k(r+r')=e_k(r)e_k(r')$. It is also orthogonal. For $x\ne0$ put $\omega=e^{2\pi i x/q}\neq1$; then

$$\sum_{k=0}^{q-1}e_k(x)=\sum_{k=0}^{q-1}\omega^k=\frac{\omega^q-1}{\omega-1}=0,$$

while for $x=0$ every term is 1 and the sum is $q$.

In the proof, `phase_eq` identifies the explicit exponential with Mathlib's standard additive character at $kr$.

```lean
omit [NeZero n] in
/-- The clock phase is the standard additive character of `ZMod q` at the product `k r`. -/
theorem phase_eq (k r : ZMod q) : phase k r = ZMod.stdAddChar (k * r) := by
  have e : k * r = (((k.val * r.val : ℕ) : ℤ) : ZMod q) := by
    rw [Int.cast_natCast, Nat.cast_mul, ZMod.natCast_zmod_val, ZMod.natCast_zmod_val]
  rw [e, ZMod.stdAddChar_coe, Int.cast_natCast, Nat.cast_mul, phase]
```

The product rule for any finite number of differences follows by induction on the set of terms.

```lean
omit [NeZero n] in
/-- The phase of a sum of spin differences is the product of their phases. -/
theorem phase_sum {ι : Type*} (k : ZMod q) (t : Finset ι) (r : ι → ZMod q) :
    phase k (∑ i ∈ t, r i) = ∏ i ∈ t, phase k (r i) := by
  classical
  induction t using Finset.induction_on with
  | empty => simp [phase]
  | insert a t ha ih =>
    rw [sum_insert ha, prod_insert ha, ← ih]
    simp only [phase_eq, mul_add, AddChar.map_add_eq_mul]
```

Orthogonality comes from the primitivity of that character, which takes the place of the geometric series.

```lean
omit [NeZero n] in
/-- Orthogonality: the phases `exp(2πi k x / q)` summed over `k` give `q` if `x = 0`
and zero otherwise. -/
theorem sum_phase (x : ZMod q) : ∑ k, phase k x = if x = 0 then (q : ℂ) else 0 := by
  simp only [phase_eq]
  rw [AddChar.sum_mulShift x (ZMod.isPrimitive_stdAddChar q)]
  split_ifs <;> simp [ZMod.card]
```

For $q=0$, `ZMod q` would be the integers. The spins would then be unbounded heights, and the finite sums over spin states would be lost.

## A closed ring with at least one site: $n\ge1$

Closure means that the last spin is coupled back to the first. By hand, set $r_i=s_{i+1}-s_i$. Each spin occurs once with a plus and once with a minus sign, so $\sum_i r_i=0$. Conversely, choose $s_0$ and any differences of total zero, and define $s_j=s_0+\sum_{i<j}r_i$. The bonds up to site $n-1$ then have the chosen differences, and the closing one does too, since

$$s_0-s_{n-1}=-\sum_{i<n-1}r_i=r_{n-1}.$$

Configurations therefore correspond one-to-one to pairs $(s_0,r)$ with $\sum_i r_i=0$. The weight does not depend on $s_0$, which contributes a factor $q$:

$$Z=q\sum_{r:\,\sum_i r_i=0}\ \prod_i W_i(r_i).$$

The proof first discards $n=0$. Then `tel` shows that the differences add up to zero, and `key` sets up the correspondence with `Finset.sum_bij`. Injectivity is an induction along the sites, and surjectivity builds the spins from partial sums. The final `linear_combination` fixes the closing bond.

```lean
/-- Bond variables: the ring sum is `q` times the sum over bond differences `r` whose
total around the ring vanishes. -/
theorem ringSum_eq_bond_sum (W : Fin n → ZMod q → ℂ) :
    ringSum W = q * ∑ r : Fin n → ZMod q with ∑ i, r i = 0, ∏ i, W i (r i) := by
  rcases n with _ | m
  · exact absurd rfl (NeZero.ne (0 : ℕ))
  -- differences around the ring add up to zero
  have tel : ∀ s : Fin (m + 1) → ZMod q, ∑ i, (s (i + 1) - s i) = 0 := by
    intro s
    rw [sum_sub_distrib, sub_eq_zero]
    exact Equiv.sum_comp (Equiv.addRight (1 : Fin (m + 1))) s
  -- a configuration is the same as its spin at site 0 and its bond differences
  have key : ∑ s : Fin (m + 1) → ZMod q, ∏ i, W i (s (i + 1) - s i) =
      ∑ p ∈ (univ : Finset (ZMod q)) ×ˢ
        (univ.filter fun r : Fin (m + 1) → ZMod q => ∑ i, r i = 0),
        ∏ i, W i (p.2 i) := by
    refine Finset.sum_bij (fun s _ => (s 0, fun i => s (i + 1) - s i)) ?_ ?_ ?_ ?_
    · intro s _
      exact mem_product.mpr ⟨mem_univ _, mem_filter.mpr ⟨mem_univ _, tel s⟩⟩
    · intro s _ s' _ h
      have h0 : s 0 = s' 0 := congrArg Prod.fst h
      have hd : ∀ i, s (i + 1) - s i = s' (i + 1) - s' i :=
        fun i => congrFun (congrArg Prod.snd h) i
      funext i
      induction i using Fin.induction with
      | zero => exact h0
      | succ j ih =>
        have h1 := hd j.castSucc
        rw [Fin.coeSucc_eq_succ, ih] at h1
        exact sub_left_inj.mp h1
    · rintro ⟨t, r⟩ hr
      have hr0 : ∑ i, r i = 0 := (mem_filter.mp (mem_product.mp hr).2).2
      obtain ⟨S, hS0, hS⟩ : ∃ S : Fin (m + 1) → ZMod q, S 0 = t ∧
          ∀ j : Fin m, S j.succ = S j.castSucc + r j.castSucc :=
        ⟨fun i => t + Fin.partialSum (fun j : Fin m => r j.castSucc) i, by simp,
          fun j => by simp only [Fin.partialSum_succ]; ring⟩
      have hc : ∀ j : Fin m, S (j.castSucc + 1) - S j.castSucc = r j.castSucc := by
        intro j
        rw [Fin.coeSucc_eq_succ, hS]
        ring
      -- the closing bond is fixed by the vanishing total
      have hl := tel S
      rw [Fin.sum_univ_castSucc] at hl hr0
      simp only [hc] at hl
      refine ⟨S, mem_univ _, Prod.ext hS0 (funext fun i => ?_)⟩
      induction i using Fin.lastCases with
      | last =>
        change S (Fin.last m + 1) - S (Fin.last m) = r (Fin.last m)
        linear_combination hl - hr0
      | cast j => exact hc j
    · intro s _
      rfl
  rw [ringSum, key, sum_product]
  simp only [sum_const, card_univ, ZMod.card, nsmul_eq_mul]
```

At $n=1$ the only bond joins the site to itself and $Z=qW(0)$; at $n=2$ two bonds join the same pair, with opposite differences. At $n=0$ there would be one empty configuration of weight 1 against $\sum_k\hat W(k)^0=q$, so the formula would fail for every $q\ge2$. Without closure the constraint disappears: by the same change of variables, not formalised here, an open chain with equal bonds has the sum $q\,\hat W(0)^{n-1}$.

## Weights that depend only on the spin difference

This condition expresses the clock symmetry: turning all spins by the same step leaves every bond energy unchanged. It is built into the type of `W`, which takes a single element of `ZMod q`. It was used above to pass to bond variables, and it lets each bond be Fourier transformed separately. Expanding the product of transforms gives

$$\prod_i\hat W_i(k)=\sum_{r}\Big(\prod_i W_i(r_i)\Big)\,e_k\Big(\sum_i r_i\Big).$$

Summing over $k$ and using orthogonality leaves only the differences of total zero, each with a factor $q$. That is the expression already found for $Z$, so $Z=\sum_k\prod_i\hat W_i(k)$.

In Lean, `prod_univ_sum` expands the product, `phase_sum` collects the phases, `sum_comm` exchanges the sums, and `sum_phase` imposes the constraint.

```lean
/-- For bond-dependent weights, the ring sum is the sum over `k` of the product of the
Fourier transforms of all bond weights. -/
theorem ringSum_eq_sum_prod (W : Fin n → ZMod q → ℂ) :
    ringSum W = ∑ k, ∏ i, bondFourier (W i) k := by
  have h : ∀ k, ∏ i, bondFourier (W i) k =
      ∑ r : Fin n → ZMod q, (∏ i, W i (r i)) * phase k (∑ i, r i) := by
    intro k
    simp only [bondFourier]
    rw [prod_univ_sum, Fintype.piFinset_univ]
    refine sum_congr rfl fun r _ => ?_
    rw [prod_mul_distrib, phase_sum]
  simp only [h]
  -- the sum over k enforces a vanishing total difference
  rw [sum_comm, ringSum_eq_bond_sum, mul_sum, sum_filter]
  refine sum_congr rfl fun r _ => ?_
  rw [← mul_sum, sum_phase]
  split_ifs <;> ring
```

A field that favours one direction breaks this symmetry. The partition sum is then still the trace of a product of transfer matrices, but plane waves generally no longer diagonalise them.

## Equal bonds

A uniform ring has the same coupling on every bond. Setting $W_i=W$ turns the product over bonds into a power, so $Z=\sum_k\hat W(k)^n$. The proof applies the previous theorem to a constant family of weights.

```lean
/-- Clock-type ring: for any complex weight `W` of the spin difference, the sum over
configurations of `n ≥ 1` spins equals `∑ k, Ŵ(k) ^ n`. -/
theorem clock_ring (W : ZMod q → ℂ) :
    ∑ s : Fin n → ZMod q, ∏ i, W (s (i + 1) - s i) = ∑ k, bondFourier W k ^ n := by
  have h := ringSum_eq_sum_prod (fun _ : Fin n => W)
  simp only [ringSum, prod_const, card_univ, Fintype.card_fin] at h
  exact h
```

Without uniformity, for example with random couplings, `ringSum_eq_sum_prod` still applies, with a product in place of the power.

## A second site at distance $0\le d<n$

To measure how two spins are correlated, insert $e_m(s_d-s_0)$ into the sum, with $m$ an integer modulo $q$. For $m=1$, the real part of its thermal average is the mean cosine of the angle between the two spins. The type `Fin n` of `d` says that site $d$ lies on the ring. By hand, the spin difference telescopes, $s_d-s_0=\sum_{i<d}r_i$, and Lean proves this by induction on $d$, adding one bond at a time.

```lean
omit [NeZero q] in
/-- The bond differences from site `0` up to site `d` add up to `s d - s 0`. -/
theorem sum_bonds_to_site (s : Fin n → ZMod q) (d : Fin n) :
    ∑ i, (if i < d then s (i + 1) - s i else 0) = s d - s 0 := by
  rcases n with _ | m
  · exact d.elim0
  induction d using Fin.induction with
  | zero => simp
  | succ j ih =>
    have hsplit : ∀ i, (if i < j.succ then s (i + 1) - s i else 0) =
        (if i < j.castSucc then s (i + 1) - s i else 0) +
          (if i = j.castSucc then s (i + 1) - s i else 0) := by
      intro i
      rcases lt_trichotomy i j.castSucc with h | h | h
      · have h1 : i < j.succ := by
          have h2 : i.val < j.val := h
          change i.val < j.val + 1
          omega
        rw [if_pos h1, if_pos h, if_neg h.ne, add_zero]
      · subst h
        rw [if_pos (show j.castSucc < j.succ from Nat.lt_succ_self j.val),
          if_neg (lt_irrefl _), if_pos rfl, zero_add]
      · have h1 : ¬ i < j.succ := by
          intro h'
          have h2 : i.val < j.val + 1 := h'
          have h3 : j.val < i.val := h
          omega
        rw [if_neg h1, if_neg (lt_asymm h), if_neg h.ne', add_zero]
    simp only [hsplit, sum_add_distrib, sum_ite_eq', mem_univ, if_true, ih,
      Fin.coeSucc_eq_succ]
    ring
```

The inserted factor thus splits into one factor $e_m(r_i)$ for each of the first $d$ bonds. On those bonds the transform becomes

$$\sum_r W(r)\,e_m(r)\,e_k(r)=\hat W(k+m),$$

and the other $n-d$ bonds keep $\hat W(k)$. The theorem gives the unnormalised sum. When $Z\neq0$, the thermal average is

$$\big\langle e_m(s_d-s_0)\big\rangle=\frac{\sum_k\hat W(k+m)^d\,\hat W(k)^{n-d}}{\sum_k\hat W(k)^n}.$$

In the proof, the bond-dependent formula is applied to the modified weights; `hF` computes their transforms, and `c1` and `c2` count the two groups of bonds.

```lean
/-- Unnormalised two-point function: inserting `exp(2πi m (s_d - s_0) / q)` into the ring
sum shifts the Fourier index by `m` on the `d` bonds between the two sites. -/
theorem clock_correlation (W : ZMod q → ℂ) (m : ZMod q) (d : Fin n) :
    ∑ s : Fin n → ZMod q, phase m (s d - s 0) * ∏ i, W (s (i + 1) - s i) =
      ∑ k, bondFourier W (k + m) ^ (d : ℕ) * bondFourier W k ^ (n - (d : ℕ)) := by
  -- absorb the phase into the weights of the first d bonds
  have h := ringSum_eq_sum_prod
    (fun (i : Fin n) (r : ZMod q) => if i < d then phase m r * W r else W r)
  have hF : ∀ (i : Fin n) (k : ZMod q),
      bondFourier (fun r => if i < d then phase m r * W r else W r) k =
        if i < d then bondFourier W (k + m) else bondFourier W k := by
    intro i k
    by_cases hi : i < d
    · simp only [bondFourier, hi, if_true]
      refine sum_congr rfl fun r _ => ?_
      simp only [phase_eq, add_mul, AddChar.map_add_eq_mul]
      ring
    · simp only [bondFourier, hi, if_false]
  have c1 : (univ.filter fun i : Fin n => i < d).card = (d : ℕ) := by
    rw [show (univ.filter fun i : Fin n => i < d) = Finset.Iio d by ext; simp]
    exact Fin.card_Iio d
  have c2 : (univ.filter fun i : Fin n => ¬ i < d).card = n - (d : ℕ) := by
    rw [show (univ.filter fun i : Fin n => ¬ i < d) = Finset.Ici d by ext; simp]
    exact Fin.card_Ici d
  simp only [hF, prod_ite, prod_const, c1, c2] at h
  rw [← h, ringSum]
  refine sum_congr rfl fun s _ => ?_
  rw [← sum_bonds_to_site s d, phase_sum, ← prod_mul_distrib]
  refine prod_congr rfl fun i _ => ?_
  split_ifs
  · rfl
  · simp [phase]
```

At $d=n$ one is back at site 0, and the formula would still agree, since shifting $k$ by $m$ only reorders the sum. A longer distance has to be reduced modulo $n$ first.

## Only equal or unequal neighbours

In the Potts model a bond distinguishes only whether its two spins agree, with weight $a$ if they do and $b$ if they don't. Then $W(r)=b+(a-b)\delta_{r,0}$, and orthogonality gives

$$\hat W(k)=(a-b)+qb\,\delta_{k,0}.$$

So $\hat W(0)=a+(q-1)b$, and the other $q-1$ transforms equal $a-b$. Hence

$$Z=\big(a+(q-1)b\big)^n+(q-1)(a-b)^n.$$

For $q=2$, $a=e^{K}$ and $b=e^{-K}$, with $K=\beta J$ for the Ising bond energy $-J\sigma\sigma'$ between spins $\sigma,\sigma'=\pm1$, this is the Ising ring in zero field, $(2\cosh K)^n+(2\sinh K)^n$. If the weight takes more than two values, as in the clock model with a cosine energy and $q\ge4$, `clock_ring` applies directly.

In Lean, `hF` computes the transform and `hp` separates $k=0$ from the rest.

```lean
/-- Potts ring: with weight `a` for equal and `b` for unequal neighbouring spins, the sum
over configurations is `(a + (q - 1) b) ^ n + (q - 1) (a - b) ^ n`. -/
theorem potts_ring (a b : ℂ) :
    ∑ s : Fin n → ZMod q, ∏ i, (if s (i + 1) - s i = 0 then a else b) =
      (a + (q - 1) * b) ^ n + (q - 1) * (a - b) ^ n := by
  have hF : ∀ k : ZMod q, bondFourier (fun r => if r = 0 then a else b) k =
      (a - b) + b * (if k = 0 then (q : ℂ) else 0) := by
    intro k
    have hr : ∀ r : ZMod q, (if r = 0 then a else b) * phase k r =
        (if r = 0 then a - b else 0) + b * phase r k := by
      intro r
      by_cases h : r = 0
      · subst h
        simp [phase]
      · rw [if_neg h, if_neg h, zero_add, phase_eq, phase_eq, mul_comm k r]
    simp only [bondFourier, hr, sum_add_distrib, sum_ite_eq', mem_univ, if_true]
    rw [← mul_sum, sum_phase]
  -- only k = 0 differs from the other Fourier indices
  have hp : ∀ k : ZMod q, ((a - b) + b * (if k = 0 then (q : ℂ) else 0)) ^ n =
      (a - b) ^ n + (if k = 0 then (a + (q - 1) * b) ^ n - (a - b) ^ n else 0) := by
    intro k
    split_ifs
    · rw [show a - b + b * (q : ℂ) = a + (q - 1) * b by ring]
      ring
    · simp
  rw [clock_ring (fun r : ZMod q => if r = 0 then a else b)]
  simp only [hF, hp, sum_add_distrib, sum_const, card_univ, ZMod.card, nsmul_eq_mul,
    sum_ite_eq', mem_univ, if_true]
  ring

end

end ClockRing
```

```lean
#print axioms ClockRing.ringSum_eq_sum_prod
-- 'ClockRing.ringSum_eq_sum_prod' depends on axioms: [propext, Classical.choice, Quot.sound]
#print axioms ClockRing.clock_correlation
-- 'ClockRing.clock_correlation' depends on axioms: [propext, Classical.choice, Quot.sound]
#print axioms ClockRing.potts_ring
-- 'ClockRing.potts_ring' depends on axioms: [propext, Classical.choice, Quot.sound]
```
